# The kinetic term of the stress theorem for one real wavefunction, by scaling

Stretch a three-dimensional wavefunction uniformly by replacing $\psi(x)$ with $\psi(x/s)$, and forget to renormalise. The integral $\tfrac12\int|\nabla\psi|^2dx$, which is the kinetic energy only for a function of unit norm, then grows in proportion to $s$, whereas for the renormalised function it falls as $1/s^2$. For this uniform stretch, a kinetic stress computed from the unnormalised integral has the wrong sign. The remedy is to keep the norm fixed under the strain, and for a differentiable real $\psi$ with square-integrable gradient this gives a short formula for the strain derivative.

## Wavefunction, deformation and energy

Space is $\mathbb R^n$ with Lebesgue measure. In Lean it is `ι → ℝ`, where the finite type `ι` labels the $n$ coordinates.

```lean
import Mathlib

open MeasureTheory Matrix Filter Topology

namespace KineticStress

noncomputable section

variable {ι : Type*} [Fintype ι] [DecidableEq ι]
  {ψ : (ι → ℝ) → ℝ} {F : Matrix ι ι ℝ}
```

The gradient has components $\partial_i\psi(x)$, each being the derivative of $\psi$ at $x$ applied to the $i$-th unit vector.

```lean
/-- The gradient of a wavefunction, as the vector of its partial derivatives. -/
def grad (ψ : (ι → ℝ) → ℝ) (x : ι → ℝ) (i : ι) : ℝ :=
  fderiv ℝ ψ x (Pi.single i 1)
```

A homogeneous deformation $F$ moves the point $y$ to $Fy$. For $\det F>0$ the wavefunction carried along is
$$\psi_F(x)=\frac{\psi(F^{-1}x)}{\sqrt{\det F}} .$$

```lean
/-- The wavefunction carried along by the homogeneous deformation `F`, for `det F > 0`. -/
def strained (F : Matrix ι ι ℝ) (ψ : (ι → ℝ) → ℝ) (x : ι → ℝ) : ℝ :=
  (√F.det)⁻¹ * ψ (F⁻¹ *ᵥ x)
```

The second moments of the gradient form a symmetric matrix, $M_{ij}=\int\partial_i\psi\,\partial_j\psi\,dx$.

```lean
/-- The tensor `M = ∫ ∇ψ ∇ψᵀ`, for a square-integrable gradient. -/
def momentumTensor (ψ : (ι → ℝ) → ℝ) : Matrix ι ι ℝ :=
  Matrix.of fun i j => ∫ x, grad ψ x i * grad ψ x j
```

For $\psi$ of unit norm the kinetic energy is $T=\tfrac12\int|\nabla\psi|^2dx$, in atomic units. It is defined without reference to $M$, so their relation has to be proved.

```lean
/-- The kinetic energy `½ ∫ |∇ψ|²` in atomic units, for a square-integrable gradient. -/
def kineticEnergy (ψ : (ι → ℝ) → ℝ) : ℝ :=
  (∫ x, grad ψ x ⬝ᵥ grad ψ x) / 2
```

## Volume factor and norm

Substituting $x=Fy$, with $dx=\det F\,dy$, gives
$$\int g(F^{-1}x)\,dx=\det F\int g(y)\,dy .$$
In the proof, `hmap` says that the map $x\mapsto F^{-1}x$ carries Lebesgue measure to $\det F$ times itself. Since the map is injective and continuous, integrability and the integral both transfer.

```lean
/-- An integrable density stays integrable when its argument is deformed, and its integral
is multiplied by the volume ratio `det F`. -/
theorem integral_deformed (hF : 0 < F.det) {g : (ι → ℝ) → ℝ} (hg : Integrable g) :
    Integrable (fun x => g (F⁻¹ *ᵥ x)) ∧ ∫ x, g (F⁻¹ *ᵥ x) = F.det * ∫ x, g x := by
  have hu : IsUnit F.det := hF.ne'.isUnit
  have hinj : Function.Injective (fun x : ι → ℝ => F⁻¹ *ᵥ x) := by
    intro x y h
    have h' := congrArg (fun z => F *ᵥ z) h
    simpa [mulVec_mulVec, Matrix.mul_nonsing_inv F hu] using h'
  have hcont : Continuous (fun x : ι → ℝ => F⁻¹ *ᵥ x) :=
    Continuous.matrix_mulVec continuous_const continuous_id
  have hemb := hcont.measurableEmbedding hinj
  have hdet : F⁻¹.det = F.det⁻¹ := by
    rw [Matrix.det_nonsing_inv, Ring.inverse_eq_inv']
  -- Lebesgue measure is rescaled by the determinant
  have hmap : Measure.map (fun x : ι → ℝ => F⁻¹ *ᵥ x) volume
      = ENNReal.ofReal F.det • volume := by
    have h := Real.map_matrix_volume_pi_eq_smul_volume_pi (M := F⁻¹)
      (by rw [hdet]; exact inv_ne_zero hF.ne')
    rw [hdet, inv_inv, abs_of_pos hF] at h
    exact h
  constructor
  · have h : Integrable g (Measure.map (fun x : ι → ℝ => F⁻¹ *ᵥ x) volume) := by
      rw [hmap]
      exact hg.smul_measure ENNReal.ofReal_ne_top
    have h2 := hemb.integrable_map_iff.1 h
    exact h2
  · have h := hemb.integral_map (μ := volume) g
    rw [hmap, integral_smul_measure, ENNReal.toReal_ofReal hF.le, smul_eq_mul] at h
    exact h.symm
```

Now take $g=\psi^2$. Because $\psi_F(x)^2=\psi(F^{-1}x)^2/\det F$, the two determinants cancel and $\int\psi_F^2=\int\psi^2$. Only this step needs $\psi$ itself to be square integrable.

```lean
/-- For `det F > 0` and a square-integrable `ψ`, the deformed wavefunction is square integrable with
the same norm. -/
theorem norm_strained (hF : 0 < F.det) (hψ : Integrable fun x => ψ x ^ 2) :
    Integrable (fun x => strained F ψ x ^ 2) ∧
      ∫ x, strained F ψ x ^ 2 = ∫ x, ψ x ^ 2 := by
  have hs : ∀ x, strained F ψ x ^ 2 = F.det⁻¹ * ψ (F⁻¹ *ᵥ x) ^ 2 := by
    intro x
    rw [strained, mul_pow, inv_pow, Real.sq_sqrt hF.le]
  obtain ⟨h1, h2⟩ := integral_deformed hF hψ
  simp only [hs, integral_const_mul]
  exact ⟨h1.const_mul _, by rw [h2, inv_mul_cancel_left₀ hF.ne']⟩
```

## How the gradient and its moments transform

By the chain rule,
$$\partial_i\psi_F(x)=\frac{1}{\sqrt{\det F}}\sum_k (F^{-1})_{ki}\,(\partial_k\psi)(F^{-1}x).$$
The Lean proof applies the derivative of $\psi$ to the $i$-th column of $F^{-1}$, which `hcol` expands in unit vectors.

```lean
/-- Chain rule: the gradient of the deformed wavefunction is `F⁻ᵀ ∇ψ / √det F`, with `∇ψ`
taken at `F⁻¹ x`. -/
theorem grad_strained (hψ : Differentiable ℝ ψ) (x : ι → ℝ) :
    grad (strained F ψ) x = (√F.det)⁻¹ • ((F⁻¹)ᵀ *ᵥ grad ψ (F⁻¹ *ᵥ x)) := by
  let L : (ι → ℝ) →L[ℝ] (ι → ℝ) := LinearMap.toContinuousLinearMap (Matrix.mulVecLin F⁻¹)
  have hL : HasFDerivAt (fun y : ι → ℝ => F⁻¹ *ᵥ y) L x := L.hasFDerivAt
  have hc : HasFDerivAt (fun y => ψ (F⁻¹ *ᵥ y)) ((fderiv ℝ ψ (F⁻¹ *ᵥ x)).comp L) x :=
    (hψ (F⁻¹ *ᵥ x)).hasFDerivAt.comp x hL
  have h : HasFDerivAt (strained F ψ)
      ((√F.det)⁻¹ • (fderiv ℝ ψ (F⁻¹ *ᵥ x)).comp L) x := hc.const_mul _
  ext i
  have hcol : F⁻¹ *ᵥ Pi.single i 1 = ∑ k, F⁻¹ k i • (Pi.single k 1 : ι → ℝ) := by
    ext j
    simp [Finset.sum_apply, Pi.single_apply]
  calc grad (strained F ψ) x i
      = (√F.det)⁻¹ * fderiv ℝ ψ (F⁻¹ *ᵥ x) (F⁻¹ *ᵥ Pi.single i 1) := by
        rw [grad, h.fderiv]; rfl
    _ = _ := by
        rw [hcol, map_sum]
        generalize F⁻¹ *ᵥ x = y
        simp only [map_smul, smul_eq_mul, Pi.smul_apply, mulVec, dotProduct,
          transpose_apply, grad]
```

The off-diagonal moments are finite because $|ab|\le a^2+b^2$.

```lean
/-- If the gradient is square integrable, products of its components are integrable. -/
theorem integrable_grad_mul (hg : ∀ i, Integrable fun x => grad ψ x i ^ 2) (i j : ι) :
    Integrable fun x => grad ψ x i * grad ψ x j := by
  have hm : ∀ i, Measurable fun x => grad ψ x i :=
    fun i => measurable_fderiv_apply_const ℝ ψ _
  refine ((hg i).add (hg j)).mono' ((hm i).mul (hm j)).aestronglyMeasurable
    (Eventually.of_forall fun x => ?_)
  have h : |grad ψ x i * grad ψ x j| ≤ grad ψ x i ^ 2 + grad ψ x j ^ 2 :=
    abs_le.2 ⟨by nlinarith [sq_nonneg (grad ψ x i + grad ψ x j)],
      by nlinarith [sq_nonneg (grad ψ x i - grad ψ x j)]⟩
  exact h
```

Multiplying two gradient components and integrating gives
$$M^F_{ij}=\frac1{\det F}\int\sum_{k,l}(F^{-1})_{ki}(F^{-1})_{lj}\,(\partial_k\psi\,\partial_l\psi)(F^{-1}x)\,dx=\sum_{k,l}(F^{-1})_{ki}M_{kl}(F^{-1})_{lj},$$
that is, $M^F=F^{-T}MF^{-1}$. In the code `G i j` is the double sum before its argument is deformed, and `key` is the pointwise identity. The theorem also records that $\nabla\psi_F$ is square integrable.

```lean
/-- For `det F > 0` and a differentiable `ψ` with square-integrable gradient, the deformed
wavefunction also has a square-integrable gradient, and its tensor is `F⁻ᵀ M F⁻¹`. -/
theorem momentumTensor_strained (hF : 0 < F.det) (hψ : Differentiable ℝ ψ)
    (hg : ∀ i, Integrable fun x => grad ψ x i ^ 2) :
    (∀ i, Integrable fun x => grad (strained F ψ) x i ^ 2) ∧
      momentumTensor (strained F ψ) = (F⁻¹)ᵀ * momentumTensor ψ * F⁻¹ := by
  obtain ⟨G, hG⟩ : ∃ G : ι → ι → (ι → ℝ) → ℝ, ∀ i j y, G i j y =
      ∑ k, ∑ l, F⁻¹ k i * F⁻¹ l j * (grad ψ y k * grad ψ y l) := ⟨_, fun _ _ _ => rfl⟩
  have hs : (√F.det)⁻¹ * (√F.det)⁻¹ = F.det⁻¹ := by
    rw [← mul_inv, Real.mul_self_sqrt hF.le]
  have key : ∀ i j x, grad (strained F ψ) x i * grad (strained F ψ) x j
      = F.det⁻¹ * G i j (F⁻¹ *ᵥ x) := by
    intro i j x
    rw [grad_strained hψ, hG]
    generalize F⁻¹ *ᵥ x = y
    simp only [Pi.smul_apply, smul_eq_mul, mulVec, dotProduct, transpose_apply]
    rw [mul_mul_mul_comm, hs, Finset.sum_mul_sum]
    congr 1
    exact Finset.sum_congr rfl fun k _ => Finset.sum_congr rfl fun l _ => by ring
  have hGi : ∀ i j, Integrable (G i j) := by
    intro i j
    rw [funext (hG i j)]
    exact MeasureTheory.integrable_finsetSum _ fun k _ => MeasureTheory.integrable_finsetSum _ fun l _ =>
      (integrable_grad_mul hg k l).const_mul _
  refine ⟨fun i => ?_, ?_⟩
  · simp only [pow_two, key]
    exact (integral_deformed hF (hGi i i)).1.const_mul _
  · ext i j
    have hint : ∫ y, G i j y = ∑ k, ∑ l, F⁻¹ k i * F⁻¹ l j * momentumTensor ψ k l := by
      simp only [hG]
      rw [MeasureTheory.integral_finsetSum]
      · refine Finset.sum_congr rfl fun k _ => ?_
        rw [MeasureTheory.integral_finsetSum]
        · refine Finset.sum_congr rfl fun l _ => ?_
          rw [integral_const_mul]
          rfl
        · exact fun l _ => (integrable_grad_mul hg k l).const_mul _
      · exact fun k _ => MeasureTheory.integrable_finsetSum _ fun l _ =>
          (integrable_grad_mul hg k l).const_mul _
    calc momentumTensor (strained F ψ) i j = ∫ x, F.det⁻¹ * G i j (F⁻¹ *ᵥ x) := by
          simp only [momentumTensor, of_apply, key]
      _ = ∑ k, ∑ l, F⁻¹ k i * F⁻¹ l j * momentumTensor ψ k l := by
          rw [integral_const_mul, (integral_deformed hF (hGi i j)).2,
            inv_mul_cancel_left₀ hF.ne', hint]
      _ = _ := by
          simp only [Matrix.mul_apply, transpose_apply, Finset.sum_mul]
          rw [Finset.sum_comm]
          exact Finset.sum_congr rfl fun l _ => Finset.sum_congr rfl fun k _ => by ring
```

When every gradient component is square integrable, summing the diagonal moments gives $T=\tfrac12\operatorname{tr}M$.

```lean
/-- The kinetic energy is half the trace of `M`. -/
theorem kineticEnergy_eq_trace (hg : ∀ i, Integrable fun x => grad ψ x i ^ 2) :
    kineticEnergy ψ = (momentumTensor ψ).trace / 2 := by
  simp only [kineticEnergy, dotProduct, Matrix.trace, diag_apply, momentumTensor, of_apply]
  rw [MeasureTheory.integral_finsetSum _ fun i _ => integrable_grad_mul hg i i]
```

## Successive deformations

Let $F$ and $G$ have positive determinants. Since $(GF)^{-1}=F^{-1}G^{-1}$ and $\det(GF)=\det G\det F$, deforming by $F$ and then by $G$ gives $\psi_{GF}=(\psi_F)_G$.

```lean
/-- Deforming by `F` and then by `G` is the same as deforming by `G F`. -/
theorem strained_mul (hF : 0 < F.det) (G : Matrix ι ι ℝ) :
    strained (G * F) ψ = strained G (strained F ψ) := by
  ext x
  simp only [strained, det_mul, Matrix.mul_inv_rev, mulVec_mulVec,
    Real.sqrt_mul' _ hF.le, mul_inv]
  ring
```

## The derivative with respect to strain

Let $\psi$ be differentiable with square-integrable gradient, let $e$ be any real matrix and set $F=1+te$, whose determinant is positive for small $t$. With $B=e(1+te)^{-1}$, the identity $(1+te)(1+te)^{-1}=1$ reads $(1+te)^{-1}=1-tB$. Therefore
$$T(t)=\tfrac12\operatorname{tr}\big[(1-tB)^TM(1-tB)\big].$$
The symmetry of $M$ gives $\operatorname{tr}(B^TM)=\operatorname{tr}(MB)$, so
$$T(t)=T(0)+t\Big[-\operatorname{tr}(MB)+\tfrac t2\operatorname{tr}(B^TMB)\Big].$$
For $t\ne0$ the bracket is the difference quotient. As $t\to0$, $B\to e$ and
$$T'(0)=-\operatorname{tr}(eM).$$

In Lean, `hT` is the exact expansion, `hB` the limit of $B$ and `hh` the limit of the bracket. `HasDerivAt` says that $T(t)$ is differentiable at $0$ with this derivative. The matrix $e$ need not be symmetric; an antisymmetric $e$, an infinitesimal rotation, contributes zero because $M$ is symmetric.

```lean
/-- Under the deformation `1 + t e` the kinetic energy has derivative `-tr(e M)` at `t = 0`. -/
theorem strain_derivative (hψ : Differentiable ℝ ψ)
    (hg : ∀ i, Integrable fun x => grad ψ x i ^ 2) (e : Matrix ι ι ℝ) :
    HasDerivAt (fun t : ℝ => kineticEnergy (strained (1 + t • e) ψ))
      (-(e * momentumTensor ψ).trace) 0 := by
  obtain ⟨M, hMe⟩ : ∃ M, M = momentumTensor ψ := ⟨_, rfl⟩
  have hM : Mᵀ = M := by
    rw [hMe]
    ext i j
    simp only [transpose_apply, momentumTensor, of_apply, mul_comm]
  rw [← hMe]
  have hc : Continuous fun t : ℝ => 1 + t • e :=
    continuous_const.add (continuous_id.smul continuous_const)
  have hev : {t : ℝ | 0 < (1 + t • e).det} ∈ 𝓝 (0 : ℝ) :=
    (isOpen_lt continuous_const hc.matrix_det).mem_nhds (by simp)
  have hA : ContinuousAt (fun t : ℝ => (1 + t • e)⁻¹) 0 := by
    simp only [Matrix.inv_def, Ring.inverse_eq_inv']
    exact (hc.matrix_det.continuousAt.inv₀ (by simp)).smul hc.matrix_adjugate.continuousAt
  have hB : Tendsto (fun t : ℝ => e * (1 + t • e)⁻¹) (𝓝 0) (𝓝 e) := by
    have h : ContinuousAt (fun t : ℝ => e * (1 + t • e)⁻¹) 0 := continuousAt_const.mul hA
    simpa using h.tendsto
  -- exact expansion of the energy, with `(1 + t e)⁻¹ = 1 - t B`
  have hT : ∀ t : ℝ, 0 < (1 + t • e).det → kineticEnergy (strained (1 + t • e) ψ) =
      kineticEnergy ψ + t * (-(M * (e * (1 + t • e)⁻¹)).trace +
        t / 2 * ((e * (1 + t • e)⁻¹)ᵀ * M * (e * (1 + t • e)⁻¹)).trace) := by
    intro t hd
    obtain ⟨h1, h2⟩ := momentumTensor_strained hd hψ hg
    rw [kineticEnergy_eq_trace h1, kineticEnergy_eq_trace hg, h2, ← hMe]
    have hinv : (1 + t • e)⁻¹ = 1 - t • (e * (1 + t • e)⁻¹) := by
      have h := Matrix.mul_nonsing_inv (1 + t • e) hd.ne'.isUnit
      rw [add_mul, one_mul, smul_mul_assoc] at h
      exact eq_sub_of_add_eq h
    generalize e * (1 + t • e)⁻¹ = B at hinv ⊢
    rw [hinv]
    have hsym : (Bᵀ * M).trace = (M * B).trace := by
      rw [← Matrix.trace_transpose (Bᵀ * M), transpose_mul, transpose_transpose, hM]
    simp only [transpose_sub, transpose_one, transpose_smul, sub_mul, mul_sub, one_mul,
      mul_one, smul_mul_assoc, mul_smul_comm, trace_sub, trace_smul, smul_eq_mul, hsym]
    ring
  have hΦ : Continuous fun p : ℝ × Matrix ι ι ℝ =>
      -(M * p.2).trace + p.1 / 2 * (p.2ᵀ * M * p.2).trace :=
    ((continuous_const.mul continuous_snd).matrix_trace.neg).add
      ((continuous_fst.div_const 2).mul
        ((continuous_snd.matrix_transpose.mul continuous_const).mul
          continuous_snd).matrix_trace)
  have hh : Tendsto (fun t : ℝ => -(M * (e * (1 + t • e)⁻¹)).trace +
      t / 2 * ((e * (1 + t • e)⁻¹)ᵀ * M * (e * (1 + t • e)⁻¹)).trace)
      (𝓝 0) (𝓝 (-(e * M).trace)) := by
    have h := (hΦ.tendsto ((0 : ℝ), e)).comp (tendsto_id.prodMk_nhds hB)
    rw [show -(e * M).trace = -(M * e).trace + (0 : ℝ) / 2 * (eᵀ * M * e).trace by
      rw [Matrix.trace_mul_comm e M]; ring]
    exact h
  have hz := hT 0 (by simp)
  rw [zero_mul, add_zero] at hz
  -- the difference quotient is the bracket in the expansion
  rw [hasDerivAt_iff_tendsto_slope]
  refine Tendsto.congr' ?_ (hh.mono_left nhdsWithin_le_nhds)
  filter_upwards [self_mem_nhdsWithin, mem_nhdsWithin_of_mem_nhds hev] with t ht hd
  have ht' : t ≠ 0 := ht
  simp only [slope_def_field, sub_zero]
  rw [hT t hd, hz, add_sub_cancel_left, mul_div_cancel_left₀ _ ht']
```

For one normalised real wavefunction on all of $\mathbb R^n$, $-M$ is thus the kinetic contribution to the stress integrated over space, with tension counted as positive. In a crystal the stress is the strain derivative of the energy per cell, divided by the cell volume. The stress theorem for the total energy of an eigenstate also uses the potential terms, and stationarity to justify scaling the state in place of solving again under strain. No Hamiltonian or periodic cell enters here.

About a state already deformed by $F$, the further strain gives $\psi_{(1+te)F}=(\psi_F)_{1+te}$. The previous result applies to $\psi_F$, and the rate is $-\operatorname{tr}(eM^F)$.

```lean
/-- The same law about a state already deformed by `F`: a further deformation `1 + t e` changes the
kinetic energy at the rate `-tr(e M)` at `t = 0`, with `M` taken in the state deformed by `F` alone.
-/
theorem strain_derivative_deformed (hF : 0 < F.det) (hψ : Differentiable ℝ ψ)
    (hg : ∀ i, Integrable fun x => grad ψ x i ^ 2) (e : Matrix ι ι ℝ) :
    HasDerivAt (fun t : ℝ => kineticEnergy (strained ((1 + t • e) * F) ψ))
      (-(e * momentumTensor (strained F ψ)).trace) 0 := by
  have hd : Differentiable ℝ (strained F ψ) := by
    have hL : Differentiable ℝ (fun x : ι → ℝ => F⁻¹ *ᵥ x) :=
      (LinearMap.toContinuousLinearMap (Matrix.mulVecLin F⁻¹)).differentiable
    exact (hψ.comp hL).const_mul _
  simp only [strained_mul hF]
  exact strain_derivative hd (momentumTensor_strained hF hψ hg).1 e
```

For a uniform dilation $F=s\,1$ with $s>0$, the moments become $M/s^2$, and hence $T$ becomes $T/s^2$. This is the scaling that the unnormalised stretch missed.

```lean
/-- Under a uniform dilation by `s > 0` the kinetic energy is divided by `s²`. -/
theorem kineticEnergy_dilation (hψ : Differentiable ℝ ψ)
    (hg : ∀ i, Integrable fun x => grad ψ x i ^ 2) {s : ℝ} (hs : 0 < s) :
    kineticEnergy (strained (s • (1 : Matrix ι ι ℝ)) ψ) = kineticEnergy ψ / s ^ 2 := by
  have hd : 0 < (s • (1 : Matrix ι ι ℝ)).det := by
    rw [det_smul, det_one, mul_one]
    positivity
  have hinv : (s • (1 : Matrix ι ι ℝ))⁻¹ = s⁻¹ • (1 : Matrix ι ι ℝ) :=
    Matrix.inv_eq_right_inv (by
      rw [smul_mul_smul_comm, one_mul, mul_inv_cancel₀ hs.ne', one_smul])
  obtain ⟨h1, h2⟩ := momentumTensor_strained hd hψ hg
  rw [kineticEnergy_eq_trace h1, kineticEnergy_eq_trace hg, h2, hinv]
  simp only [transpose_smul, transpose_one, smul_mul_assoc, one_mul, mul_smul_comm,
    mul_one, trace_smul, smul_eq_mul]
  ring

end

end KineticStress
```

```lean
#print axioms KineticStress.norm_strained
#print axioms KineticStress.strain_derivative_deformed
#print axioms KineticStress.kineticEnergy_dilation
```

```
'KineticStress.norm_strained' depends on axioms: [propext, Classical.choice, Quot.sound]
'KineticStress.strain_derivative_deformed' depends on axioms: [propext, Classical.choice, Quot.sound]
'KineticStress.kineticEnergy_dilation' depends on axioms: [propext, Classical.choice, Quot.sound]
```

## A gradient with infinite norm, and wavefunctions with cusps

The square integrability of every gradient component matters. In two dimensions take
$$\psi(x_1,x_2)=e^{-x_1^2}\,\frac{\sin(x_2^3)}{1+x_2^2}.$$
This function is smooth and square integrable, and so is $\partial_1\psi$, but $\partial_2\psi$ keeps oscillating at large $x_2$ without decaying and is not square integrable. For $e=\operatorname{diag}(1,0)$ the formula offers the finite, non-zero rate $-M_{11}$, although the kinetic energy is infinite at every small $t$. Lean gives a divergent integral the value $0$, so there `kineticEnergy` is constant in $t$ and the stated derivative is false.

Differentiability at every point excludes the cusp of $e^{-|x|}$ at a nucleus. A model built on weak gradients, with $\psi$ in the Sobolev space $H^1$, would admit such functions. The transformation law and the strain derivative would keep their form, but the chain rule would need a proof for weak derivatives.
